# The first-order Coulomb-blockade dip reaches half depth at one positive bias, between 2.7 and 2.75 in units of NkT/e

A uniform chain of $N$ small tunnel junctions, warm enough that charging effects are weak, conducts almost ohmically, but its differential conductance has a shallow dip around zero voltage. To first order in the charging energy, the dip has the profile

$$g(x)=\frac{x\sinh x-4\sinh^2(x/2)}{8\sinh^4(x/2)},\qquad x=\frac{eV}{NkT},$$

where $V$ is the voltage across the chain, $T$ the temperature, $e$ the elementary charge and $k$ Boltzmann's constant. I believe that $g\to1/6$ as $x\downarrow0$ and that $g=1/12$ somewhere between $x=2.7$ and $x=2.75$, so that the width of the dip measures $T$. Can this be made rigorous and checked in Lean, preferably starting from the tunnelling rates and showing that there is only one such positive voltage?

## From tunnelling rates to a unique half-depth bias

Yes. Measure energies in units of $kT$. An electron that gains energy $\varepsilon$ tunnels at the reduced rate $R(\varepsilon)=\varepsilon/(1-e^{-\varepsilon})$. Let both directions cost a charging energy $u$, which stands for the electrostatic energy of charging the islands next to the junction. The net current is

$$I(x,u)=R(x-u)-R(-x-u),\qquad I(x,0)=x.$$

**The profile.** For $x\neq0$, differentiating $R$ and multiplying numerator and denominator by $e^x$ gives

$$R'(x)=\frac{1-e^{-x}-xe^{-x}}{(1-e^{-x})^2}=\frac{e^x-1-x}{4\sinh^2(x/2)}.$$

Hence

$$\partial_uI(x,0)=R'(-x)-R'(x)=-2h(x),\qquad h(x)=\frac{\sinh x-x}{4\sinh^2(x/2)}.$$

Write $y=x/2$, $s=\sinh y$ and $c=\cosh y$. Since $\cosh x-1=2s^2$ and $\sinh x=2sc$,

$$h'(x)=\frac{8s^4-4sc(2sc-x)}{16s^4}=\frac{x\sinh x-4s^2}{8s^4}=g(x).$$

The first-order current $x-2u\,h(x)$ therefore has slope $1-2u\,g(x)$.

**The depth.** For $x>0$, the same identities give $g=A/(2s^3)$ with $A(y)=yc-s$. All the functions compared below vanish at $y=0$, so it is enough to compare derivatives:

- $A'=ys>0$, so $A>0$ and $s<yc$.
- $(A-y^3/3)'=y(s-y)>0$, so $A>y^3/3$.
- $(s^3/3-A)'=s(sc-y)>0$, so $A<s^3/3$.

Together these give

$$\frac1{6\cosh^3(x/2)}<\frac{y^3}{6s^3}<g(x)<\frac16,$$

and squeezing gives the limit $1/6$.

**Uniqueness.** Differentiating in $y$,

$$\frac{d}{dy}\frac{A}{2s^3}=-\frac{K}{2s^4},\qquad K=y(3+2s^2)-3sc.$$

Here $K(0)=0$ and $K'=4sA>0$, so $K>0$ and $g$ strictly decreases for $x>0$.

**The bracket.** The condition $g>1/12$ is the same as $6A>s^3$.

- At $y=1.35$, $s\le1.7994$ and $c\ge2.0581$ give $6A>5.87$ and $s^3<5.83$.
- At $y=1.375$, $s\ge1.85105$ and $c\le2.10445$ give $6A<6.26$ and $s^3>6.34$.

By continuity $g$ equals $1/12$ at some $x_*\in(2.7,2.75)$, and by monotonicity at no other positive $x$. As $g$ is even, the half-depth points are $\pm V$, with full width $2V=2x_*NkT/e$.

## What the Lean theorems say

The definitions `tunnelRate`, `current`, `chargingOffset` and `dip` are $R$, $I$, $h$ and $g$, as real functions of dimensionless variables. `hasDerivAt_current` and `hasDerivAt_chargingOffset` state the two derivative relations at nonzero bias.

`dip_depth_and_half_depth` contains both the limit and the unique crossing. The filter `𝓝[>] 0` means approach through positive values; Lean's value of `dip` at zero itself comes from division by zero and plays no part.

`thermometer_width` restores units, with `q` for the charge quantum. One constant $c$ (no longer $\cosh y$), between 5.4 and 5.5, serves for all positive $N,k,T,q,V$: the profile is $1/12$ exactly when $2V=c\,NkT/q$. This is the relation behind primary thermometry with junction arrays, here for a uniform array at first order in the charging energy.

The rate law, the cost $u$ and the equal division of voltage among the junctions are assumed, not derived from a circuit. In a real array the energy of a tunnelling event also depends on the charges already on the islands, which fluctuate thermally; here every event costs the same $u$. Higher orders in $u$, cotunnelling, unequal junctions and self-heating are absent. The algebra admits $N=1$, although a single junction under ideal voltage bias has no island to charge.

```lean
import Mathlib

open Real Set Filter Topology

namespace CoulombBlockadeThermometry

noncomputable section

/-- Reduced single-electron tunnelling rate at a nonzero energy gain `ε`, measured in units of `kT`.
At `ε = 0` Lean's division gives 0, not the limit 1. -/
def tunnelRate (ε : ℝ) : ℝ := ε / (1 - exp (-ε))

/-- Net current at reduced bias `x` when tunnelling in either direction costs
the reduced charging energy `u`. -/
def current (x u : ℝ) : ℝ := tunnelRate (x - u) - tunnelRate (-x - u)

/-- Bias dependence of the first-order charging correction to the current, without its factor `-2u`.
-/
def chargingOffset (x : ℝ) : ℝ := (sinh x - x) / (4 * sinh (x / 2) ^ 2)

/-- Conductance-dip profile of a junction array at reduced bias `x = eV/(NkT)`. -/
def dip (x : ℝ) : ℝ :=
  (x * sinh x - 4 * sinh (x / 2) ^ 2) / (8 * sinh (x / 2) ^ 4)

private theorem pos_of_deriv {F F' : ℝ → ℝ} (h0 : F 0 = 0)
    (hF : ∀ t, HasDerivAt F (F' t) t) (hp : ∀ t, 0 < t → 0 < F' t)
    {y : ℝ} (hy : 0 < y) : 0 < F y := by
  have hm : StrictMonoOn F (Ici 0) := strictMonoOn_of_deriv_pos (convex_Ici 0)
    (fun t _ => (hF t).continuousAt.continuousWithinAt)
    (fun t ht => by
      rw [interior_Ici] at ht
      rw [(hF t).deriv]
      exact hp t ht)
  have h := hm (mem_Ici.2 le_rfl) (mem_Ici.2 hy.le) hy
  rwa [h0] at h

private theorem sinh_half (x : ℝ) : sinh x = 2 * sinh (x / 2) * cosh (x / 2) := by
  rw [← Real.sinh_two_mul]
  congr 1
  ring

private theorem cosh_half (x : ℝ) : cosh x = 1 + 2 * sinh (x / 2) ^ 2 := by
  have h := Real.cosh_two_mul (x / 2)
  have h2 := Real.cosh_sq (x / 2)
  rw [show 2 * (x / 2) = x by ring] at h
  linarith

/-- The derivative of the tunnelling rate with respect to a nonzero energy gain. -/
theorem hasDerivAt_tunnelRate {t : ℝ} (ht : t ≠ 0) :
    HasDerivAt tunnelRate
      ((1 - exp (-t) - t * exp (-t)) / (1 - exp (-t)) ^ 2) t := by
  have hne : 1 - exp (-t) ≠ 0 := by
    intro h
    have h1 : exp (-t) = 1 := by linarith
    rw [Real.exp_eq_one_iff] at h1
    exact ht (by linarith)
  have hd : HasDerivAt (fun s : ℝ => 1 - exp (-s)) (exp (-t)) t :=
    ((hasDerivAt_neg t).exp.const_sub 1).congr_deriv (by ring)
  exact ((hasDerivAt_id' t).fun_div hd hne).congr_deriv (by rw [one_mul])

/-- At nonzero bias `x`, the derivative of the current with respect to the charging energy `u`,
taken at `u = 0`, is `-2 * chargingOffset x`. -/
theorem hasDerivAt_current {x : ℝ} (hx : x ≠ 0) :
    HasDerivAt (current x) (-(2 * chargingOffset x)) 0 := by
  have h1 := HasDerivAt.comp_const_sub (f := tunnelRate) x 0
    (by rw [sub_zero]; exact hasDerivAt_tunnelRate hx)
  have h2 := HasDerivAt.comp_const_sub (f := tunnelRate) (-x) 0
    (by rw [sub_zero]; exact hasDerivAt_tunnelRate (neg_ne_zero.2 hx))
  refine (h1.fun_sub h2).congr_deriv ?_
  -- everything is rational in `a = exp x`
  have ha : exp x ≠ 0 := (exp_pos x).ne'
  have ha1 : exp x - 1 ≠ 0 := by
    intro h
    exact hx ((Real.exp_eq_one_iff x).1 (by linarith))
  have h4 : 4 * sinh (x / 2) ^ 2 = (exp x - 1) ^ 2 / exp x := by
    have h := cosh_half x
    rw [Real.cosh_eq, Real.exp_neg] at h
    have e : (exp x - 1) ^ 2 / exp x = exp x + (exp x)⁻¹ - 2 := by
      field_simp
      ring
    rw [e]
    linarith
  have e1 : 1 - (exp x)⁻¹ = (exp x - 1) / exp x := by field_simp
  have e2 : (1 - exp x) ^ 2 = (exp x - 1) ^ 2 := by ring
  unfold chargingOffset
  rw [h4, Real.sinh_eq, neg_neg, Real.exp_neg, e1, e2]
  field_simp
  ring

/-- At nonzero bias, the derivative of `chargingOffset` with respect to bias is the dip profile. -/
theorem hasDerivAt_chargingOffset {x : ℝ} (hx : x ≠ 0) :
    HasDerivAt chargingOffset (dip x) x := by
  have hs : sinh (x / 2) ≠ 0 := by
    rw [Ne, Real.sinh_eq_zero]
    exact div_ne_zero hx two_ne_zero
  have hi : HasDerivAt (fun t : ℝ => sinh (t / 2)) (cosh (x / 2) * (1 / 2)) x :=
    ((hasDerivAt_id' x).div_const 2).sinh
  have hd : HasDerivAt (fun t : ℝ => 4 * sinh (t / 2) ^ 2)
      (4 * sinh (x / 2) * cosh (x / 2)) x := by
    have h := (hi.fun_mul hi).const_mul 4
    simp only [← pow_two] at h
    exact h.congr_deriv (by ring)
  refine (((Real.hasDerivAt_sinh x).fun_sub (hasDerivAt_id' x)).fun_div hd
    (by positivity)).congr_deriv ?_
  have hc := Real.cosh_sq (x / 2)
  unfold dip
  rw [sinh_half x, cosh_half x, div_eq_div_iff (by positivity) (by positivity)]
  linear_combination (-64 * sinh (x / 2) ^ 6) * hc

private theorem dip_eq {x : ℝ} (hx : 0 < x) :
    dip x = (x / 2 * cosh (x / 2) - sinh (x / 2)) / (2 * sinh (x / 2) ^ 3) := by
  have hs : 0 < sinh (x / 2) := Real.sinh_pos_iff.2 (by positivity)
  unfold dip
  rw [sinh_half x, div_eq_div_iff (by positivity) (by positivity)]
  ring

private theorem hasDerivAt_num (t : ℝ) :
    HasDerivAt (fun t : ℝ => t * cosh t - sinh t) (t * sinh t) t :=
  (((hasDerivAt_id' t).fun_mul (Real.hasDerivAt_cosh t)).fun_sub
    (Real.hasDerivAt_sinh t)).congr_deriv (by ring)

private theorem hasDerivAt_cube (t : ℝ) :
    HasDerivAt (fun t : ℝ => sinh t ^ 3) (3 * sinh t ^ 2 * cosh t) t := by
  simpa using (Real.hasDerivAt_sinh t).fun_pow 3

private theorem num_pos {y : ℝ} (hy : 0 < y) : 0 < y * cosh y - sinh y :=
  pos_of_deriv (F := fun t => t * cosh t - sinh t) (by simp) hasDerivAt_num
    (fun _ ht => mul_pos ht (Real.sinh_pos_iff.2 ht)) hy

/-- At positive bias the dip profile lies strictly between `1/(6 cosh³(x/2))` and `1/6`. -/
theorem dip_bounds {x : ℝ} (hx : 0 < x) :
    1 / (6 * cosh (x / 2) ^ 3) < dip x ∧ dip x < 1 / 6 := by
  have hy : 0 < x / 2 := by positivity
  rw [dip_eq hx]
  generalize x / 2 = y at hy
  have hs : 0 < sinh y := Real.sinh_pos_iff.2 hy
  have hc : 0 < cosh y := Real.cosh_pos y
  have lower : 0 < (y * cosh y - sinh y) - y ^ 3 / 3 := by
    refine pos_of_deriv (F := fun t => (t * cosh t - sinh t) - t ^ 3 / 3)
      (F' := fun t => t * sinh t - t ^ 2) (by simp) (fun t => ?_) (fun t ht => ?_) hy
    · have h3 : HasDerivAt (fun t : ℝ => t ^ 3) (3 * t ^ 2) t := by
        simpa using hasDerivAt_pow 3 t
      exact ((hasDerivAt_num t).fun_sub (h3.div_const 3)).congr_deriv (by ring)
    · have h := Real.self_lt_sinh_iff.2 ht
      nlinarith [mul_pos ht (sub_pos.2 h)]
  have upper : 0 < sinh y ^ 3 / 3 - (y * cosh y - sinh y) := by
    refine pos_of_deriv (F := fun t => sinh t ^ 3 / 3 - (t * cosh t - sinh t))
      (F' := fun t => sinh t * (sinh t * cosh t - t)) (by simp)
      (fun t => ?_) (fun t ht => ?_) hy
    · exact (((hasDerivAt_cube t).div_const 3).fun_sub
        (hasDerivAt_num t)).congr_deriv (by ring)
    · have h := Real.self_lt_sinh_iff.2 ht
      have hst : 0 < sinh t := Real.sinh_pos_iff.2 ht
      have h1 := mul_nonneg hst.le (sub_nonneg.2 (Real.one_le_cosh t))
      exact mul_pos hst (by linarith)
  constructor
  · have e1 : sinh y ^ 3 < (y * cosh y) ^ 3 :=
      pow_lt_pow_left₀ (by linarith [num_pos hy]) hs.le (by norm_num)
    have e2 := mul_pos lower (show 0 < 6 * cosh y ^ 3 by positivity)
    rw [div_lt_div_iff₀ (by positivity) (by positivity)]
    linarith
  · rw [div_lt_iff₀ (by positivity)]
    linarith

/-- The conductance dip becomes strictly shallower as the positive bias grows. -/
theorem dip_strictAntiOn : StrictAntiOn dip (Ioi 0) := by
  have key : ∀ y : ℝ, 0 < y →
      0 < y * (3 + 2 * sinh y ^ 2) - 3 * (sinh y * cosh y) := by
    intro y hy
    refine pos_of_deriv (F := fun t => t * (3 + 2 * sinh t ^ 2) - 3 * (sinh t * cosh t))
      (F' := fun t => 4 * sinh t * (t * cosh t - sinh t)) (by simp)
      (fun t => ?_) (fun t ht => ?_) hy
    · have h2 : HasDerivAt (fun t : ℝ => sinh t ^ 2) (2 * sinh t * cosh t) t := by
        simpa using (Real.hasDerivAt_sinh t).fun_pow 2
      refine (((hasDerivAt_id' t).fun_mul ((h2.const_mul 2).const_add 3)).fun_sub
        (((Real.hasDerivAt_sinh t).fun_mul
          (Real.hasDerivAt_cosh t)).const_mul 3)).congr_deriv ?_
      linear_combination (-3) * Real.cosh_sq t
    · exact mul_pos (mul_pos (by norm_num) (Real.sinh_pos_iff.2 ht)) (num_pos ht)
  have hG : ∀ t : ℝ, 0 < t →
      HasDerivAt (fun t : ℝ => (t * cosh t - sinh t) / (2 * sinh t ^ 3))
        (-(2 * sinh t ^ 2 * (t * (3 + 2 * sinh t ^ 2) - 3 * (sinh t * cosh t)))
          / (2 * sinh t ^ 3) ^ 2) t := by
    intro t ht
    have hs : 0 < sinh t := Real.sinh_pos_iff.2 ht
    refine ((hasDerivAt_num t).fun_div ((hasDerivAt_cube t).const_mul 2)
      (by positivity)).congr_deriv ?_
    congr 1
    linear_combination (-6 * t * sinh t ^ 2) * Real.cosh_sq t
  have hanti : StrictAntiOn (fun t : ℝ => (t * cosh t - sinh t) / (2 * sinh t ^ 3))
      (Ioi 0) := by
    refine strictAntiOn_of_deriv_neg (convex_Ioi 0)
      (fun t ht => (hG t ht).continuousAt.continuousWithinAt) (fun t ht => ?_)
    rw [interior_Ioi] at ht
    have hs : 0 < sinh t := Real.sinh_pos_iff.2 ht
    rw [(hG t ht).deriv]
    exact div_neg_of_neg_of_pos
      (neg_lt_zero.2 (mul_pos (by positivity) (key t ht))) (by positivity)
  intro a ha b hb hab
  rw [dip_eq ha, dip_eq hb]
  exact hanti (mem_Ioi.2 (half_pos ha)) (mem_Ioi.2 (half_pos hb)) (by linarith)

private theorem dip_left : 1 / 12 < dip (27 / 10) := by
  have hE : exp (27 / 20) ^ 20 = exp 1 ^ 27 := by
    rw [← Real.exp_nat_mul, ← Real.exp_nat_mul]
    norm_num
  have l1 : (2.71828 : ℝ) ≤ exp 1 := by linarith [Real.exp_one_gt_d9]
  have l2 : exp 1 ≤ (2.71829 : ℝ) := by linarith [Real.exp_one_lt_d9]
  have lo : (3.857 : ℝ) < exp (27 / 20) := by
    refine lt_of_pow_lt_pow_left₀ 20 (exp_pos _).le ?_
    rw [hE]
    exact lt_of_lt_of_le (by norm_num) (pow_le_pow_left₀ (by norm_num) l1 27)
  have hi : exp (27 / 20) < (3.858 : ℝ) := by
    refine lt_of_pow_lt_pow_left₀ 20 (by norm_num) ?_
    rw [hE]
    exact lt_of_le_of_lt (pow_le_pow_left₀ (exp_pos _).le l2 27) (by norm_num)
  have hN : exp (27 / 20) * exp (-(27 / 20)) = 1 := by
    rw [← Real.exp_add, add_neg_cancel, Real.exp_zero]
  have n1 : (0.2592 : ℝ) < exp (-(27 / 20)) := by
    by_contra h
    nlinarith [exp_pos (-(27 / 20 : ℝ)), not_lt.1 h]
  have hs : 0 < sinh (27 / 20) := Real.sinh_pos_iff.2 (by norm_num)
  have s1 : sinh (27 / 20) ≤ 1.7994 := by rw [Real.sinh_eq]; linarith
  have c1 : 2.0581 ≤ cosh (27 / 20) := by rw [Real.cosh_eq]; linarith
  have s3 := pow_le_pow_left₀ hs.le s1 3
  rw [dip_eq (by norm_num), show (27 / 10 : ℝ) / 2 = 27 / 20 by norm_num,
    lt_div_iff₀ (by positivity)]
  norm_num at s3 s1 c1 ⊢
  linarith

private theorem dip_right : dip (11 / 4) < 1 / 12 := by
  have hE : exp (11 / 8) ^ 8 = exp 1 ^ 11 := by
    rw [← Real.exp_nat_mul, ← Real.exp_nat_mul]
    norm_num
  have l1 : (2.71828 : ℝ) ≤ exp 1 := by linarith [Real.exp_one_gt_d9]
  have l2 : exp 1 ≤ (2.71829 : ℝ) := by linarith [Real.exp_one_lt_d9]
  have lo : (3.955 : ℝ) < exp (11 / 8) := by
    refine lt_of_pow_lt_pow_left₀ 8 (exp_pos _).le ?_
    rw [hE]
    exact lt_of_lt_of_le (by norm_num) (pow_le_pow_left₀ (by norm_num) l1 11)
  have hi : exp (11 / 8) < (3.956 : ℝ) := by
    refine lt_of_pow_lt_pow_left₀ 8 (by norm_num) ?_
    rw [hE]
    exact lt_of_le_of_lt (pow_le_pow_left₀ (exp_pos _).le l2 11) (by norm_num)
  have hN : exp (11 / 8) * exp (-(11 / 8)) = 1 := by
    rw [← Real.exp_add, add_neg_cancel, Real.exp_zero]
  have n2 : exp (-(11 / 8)) < (0.2529 : ℝ) := by
    by_contra h
    nlinarith [exp_pos (-(11 / 8 : ℝ)), not_lt.1 h]
  have hs : 0 < sinh (11 / 8) := Real.sinh_pos_iff.2 (by norm_num)
  have s1 : 1.85105 ≤ sinh (11 / 8) := by rw [Real.sinh_eq]; linarith
  have c1 : cosh (11 / 8) ≤ 2.10445 := by rw [Real.cosh_eq]; linarith
  have s3 := pow_le_pow_left₀ (by norm_num) s1 3
  rw [dip_eq (by norm_num), show (11 / 4 : ℝ) / 2 = 11 / 8 by norm_num,
    div_lt_iff₀ (by positivity)]
  norm_num at s3 s1 c1 ⊢
  linarith

/-- The dip profile tends to `1/6` at vanishing positive bias, and it equals `1/12` at
exactly one positive reduced bias, which lies between 2.7 and 2.75. -/
theorem dip_depth_and_half_depth :
    Tendsto dip (𝓝[>] 0) (𝓝 (1 / 6)) ∧
      ∃ x ∈ Ioo (27 / 10 : ℝ) (11 / 4), ∀ v, 0 < v → (dip v = 1 / 12 ↔ v = x) := by
  constructor
  · -- squeeze between the two explicit bounds
    have hc : Continuous (fun x : ℝ => 1 / (6 * cosh (x / 2) ^ 3)) :=
      continuous_const.div (by fun_prop)
        (fun x => by have := Real.cosh_pos (x / 2); positivity)
    have hl : Tendsto (fun x : ℝ => 1 / (6 * cosh (x / 2) ^ 3)) (𝓝[>] 0) (𝓝 (1 / 6)) := by
      have h := (hc.tendsto 0).mono_left (nhdsWithin_le_nhds (s := Ioi 0))
      simpa using h
    refine tendsto_of_tendsto_of_tendsto_of_le_of_le' hl tendsto_const_nhds ?_ ?_
    · filter_upwards [self_mem_nhdsWithin] with x hx using (dip_bounds hx).1.le
    · filter_upwards [self_mem_nhdsWithin] with x hx using (dip_bounds hx).2.le
  · -- existence by the intermediate value theorem, uniqueness by monotonicity
    have hcont : ContinuousOn dip (Icc (27 / 10) (11 / 4)) := by
      unfold dip
      refine ContinuousOn.div (by fun_prop) (by fun_prop) (fun x hx => ?_)
      have hs : 0 < sinh (x / 2) := Real.sinh_pos_iff.2 (by linarith [hx.1])
      positivity
    obtain ⟨x, hx, hdx⟩ :=
      intermediate_value_Ioo' (by norm_num) hcont ⟨dip_right, dip_left⟩
    have hx0 : 0 < x := by linarith [hx.1]
    refine ⟨x, hx, fun v hv => ⟨fun h => ?_, fun h => by rw [h, hdx]⟩⟩
    exact dip_strictAntiOn.injOn (mem_Ioi.2 hv) (mem_Ioi.2 hx0) (h.trans hdx.symm)

/-- One constant `c` between 5.4 and 5.5 serves for all positive `N`, `k`, `T`, `q` and `V`: the dip
profile at `qV/(NkT)` equals `1/12` exactly when `2V = c N k T / q`. -/
theorem thermometer_width :
    ∃ c ∈ Ioo (5.4 : ℝ) 5.5, ∀ (N : ℕ) (k T q V : ℝ),
      0 < N → 0 < k → 0 < T → 0 < q → 0 < V →
        (dip (q * V / (N * k * T)) = 1 / 12 ↔ 2 * V = c * (N * k * T / q)) := by
  obtain ⟨x, hx, h⟩ := dip_depth_and_half_depth.2
  refine ⟨2 * x, ⟨by linarith [hx.1], by linarith [hx.2]⟩, ?_⟩
  intro N k T q V hN hk hT hq hV
  have hN' : (0 : ℝ) < N := by exact_mod_cast hN
  have hD : (0 : ℝ) < N * k * T := by positivity
  rw [h _ (by positivity), div_eq_iff hD.ne']
  have key : 2 * x * (N * k * T / q) * q = 2 * x * (N * k * T) := by
    rw [mul_assoc, div_mul_cancel₀ _ hq.ne']
  constructor
  · intro e
    refine mul_right_cancel₀ hq.ne' ?_
    rw [key]
    linarith
  · intro e
    rw [← e] at key
    linarith

end

end CoulombBlockadeThermometry
```

```lean
#print axioms CoulombBlockadeThermometry.hasDerivAt_current
#print axioms CoulombBlockadeThermometry.hasDerivAt_chargingOffset
#print axioms CoulombBlockadeThermometry.dip_depth_and_half_depth
#print axioms CoulombBlockadeThermometry.thermometer_width
```

```
'CoulombBlockadeThermometry.hasDerivAt_current' depends on axioms: [propext, Classical.choice, Quot.sound]
'CoulombBlockadeThermometry.hasDerivAt_chargingOffset' depends on axioms: [propext, Classical.choice, Quot.sound]
'CoulombBlockadeThermometry.dip_depth_and_half_depth' depends on axioms: [propext, Classical.choice, Quot.sound]
'CoulombBlockadeThermometry.thermometer_width' depends on axioms: [propext, Classical.choice, Quot.sound]
```

## How the proof follows the calculation

`pos_of_deriv` is the comparison principle used throughout: a function that vanishes at zero and has positive derivative for positive arguments is positive there. `sinh_half` and `cosh_half` supply the half-angle identities.

In `hasDerivAt_current`, the chain rule for $x-u$ and $-x-u$ produces $R'(-x)-R'(x)$. Everything is then written in terms of `exp x`, and `field_simp` and `ring` finish the algebra. `hasDerivAt_chargingOffset` applies the quotient rule and closes with $\cosh^2-\sinh^2=1$.

`dip_eq` passes to the form $A/(2s^3)$, and `num_pos` is $A>0$. In `dip_bounds`, the steps `lower` and `upper` are the two cubic comparisons. In `dip_strictAntiOn`, `key` is $K>0$ and `hG` is the derivative of the quotient.

`dip_left` and `dip_right` avoid floating-point arithmetic. They use $(e^{27/20})^{20}=e^{27}$ and $(e^{11/8})^8=e^{11}$, so that Mathlib's decimal bounds on $e$ yield rational bounds on the exponentials, and from these on $\sinh$ and $\cosh$.

The main theorem squeezes `dip` between the two bounds, obtains the crossing from `intermediate_value_Ioo'`, and gets uniqueness from the injectivity of a strictly decreasing function. `thermometer_width` takes $c=2x_*$ and clears the positive denominators.
